# Time reversal squares to minus one on a two-band frame whose partners at j and −j it exchanges with a relative sign

At each point `j` of `ZMod N` a matrix `U j` holds two band vectors as its columns, and time reversal acts on a vector by complex conjugation followed by a matrix J. The frame is assumed symmetric in the sense that U(−j) = J·conj(U(j))·ε, where ε is the real antisymmetric matrix `eps`, which exchanges the two partners with a relative sign. The theorem `timeReversal_sq` states that then J·conj(J)·U(j) = −U(j), so that applying time reversal twice changes the sign of each band vector; J need not be unitary, nor the band vectors orthonormal. The proof uses the symmetry once at `j` and once at `-j`, which brings in two factors of ε, and the sign comes from ε² = −1.

In Lean, a first try:

```lean
import Mathlib

open Matrix ComplexConjugate

namespace TimeReversalSq

noncomputable section

variable {n : Type*} [Fintype n] [DecidableEq n] {N : ℕ}

/-- The antisymmetric 2 by 2 matrix that exchanges the two partners of a Kramers pair. -/
def eps : Matrix (Fin 2) (Fin 2) ℂ := !![0, -1; 1, 0]

/-- The frame at `-j` is the time-reversed frame at `j`, with its two partners exchanged by `eps`.
Time reversal is complex conjugation followed by the matrix `J`. -/
def IsTimeReversal (J : Matrix n n ℂ) (U : ZMod N → Matrix n (Fin 2) ℂ) : Prop :=
  ∀ j, U (-j) = J * (U j).map (starRingEnd ℂ) * eps

omit [DecidableEq n] in
/-- In a time-reversal symmetric frame, applying time reversal twice changes the sign of
every band vector. -/
theorem timeReversal_sq {J : Matrix n n ℂ} {U : ZMod N → Matrix n (Fin 2) ℂ}
    (hU : IsTimeReversal J U) (j : ZMod N) :
    J * J.map (starRingEnd ℂ) * U j = -U j := by
  have hcc : ((U j).map (starRingEnd ℂ)).map (starRingEnd ℂ) = U j := by
    ext a b; simp
  have he : eps.map (starRingEnd ℂ) = eps := by
    ext a b; fin_cases a <;> fin_cases b <;> simp [eps]
  have hee : eps * eps = -1 := by
    ext a b; fin_cases a <;> fin_cases b <;> simp [eps, Matrix.mul_apply, Fin.sum_univ_two]
  have hm : (U (-j)).map (starRingEnd ℂ) = J.map (starRingEnd ℂ) * U j * eps := by
    rw [hU j, Matrix.map_mul, Matrix.map_mul, hcc, he]
  -- go from `j` to `-j` and back
  have h := hU (-j)
  rw [neg_neg, hm] at h
  have h2 : J * (J.map (starRingEnd ℂ) * U j * eps) * eps
      = J * J.map (starRingEnd ℂ) * U j * (eps * eps) := by
    simp only [Matrix.mul_assoc]
  rw [h2, hee, Matrix.mul_neg, Matrix.mul_one] at h
  exact (neg_eq_iff_eq_neg.mpr h).symm ▸ (neg_neg _).symm

end

end TimeReversalSq
```

Messages:

```
Main.lean:40:41: error: Type mismatch
  Eq.symm (neg_neg ?m.1762)
has type
  ?m.1762 = - -?m.1762
but is expected to have type
  J * J.map ⇑(starRingEnd ℂ) * U j = J * J.map ⇑(starRingEnd ℂ) * U j
```

What went wrong. The error is in the last line, where the proof is already complete but one more step is asked for. After the rewrites, `h` says that U(j) = −(J·conj(J)·U(j)). From this, `(neg_eq_iff_eq_neg.mpr h).symm` gives J·conj(J)·U(j) = −U(j), which is exactly the goal.

The attempt does not hand this equation over as the proof, but uses it with `▸` to rewrite the goal. The right side −U(j) is thereby replaced by J·conj(J)·U(j), and the goal becomes the equation with two identical sides that the message shows as the expected type. The term after `▸`, `(neg_neg _).symm`, proves something of the form x = −(−x). Its right side is a double negation, which Lean does not identify with the plain product by unfolding definitions, hence the type mismatch.

The repair deletes `▸ (neg_neg _).symm` and gives the equation itself to `exact`.

This version goes through:

```diff
@@ -38,5 +38,5 @@
     simp only [Matrix.mul_assoc]
   rw [h2, hee, Matrix.mul_neg, Matrix.mul_one] at h
-  exact (neg_eq_iff_eq_neg.mpr h).symm ▸ (neg_neg _).symm
+  exact (neg_eq_iff_eq_neg.mpr h).symm
 
 end
```
